# Principal plaquette phases of unit links on a periodic grid sum to $2\pi$ times an integer

A band-structure code diagonalises a Bloch Hamiltonian on a finite grid of crystal momenta. Each eigenvector comes back with an arbitrary phase, so derivatives with respect to momentum cannot be taken directly. Overlaps between neighbouring eigenvectors can still be multiplied around each small square of the grid, and the phases of these products added up. Is the total an integer multiple of $2\pi$ on a finite grid, or only in the limit of a fine one?

## The total flux and its range

Let the grid have $N\times M$ points $k=(k_1,k_2)$, with $N,M\ge 1$, periodic in both directions. The unit steps are $x=(1,0)$ and $y=(0,1)$. Each point carries two complex links of modulus one, $U_x(k)$ and $U_y(k)$. Define

$$F(k)=U_x(k)\,U_y(k+x)\,\overline{U_x(k+y)}\,\overline{U_y(k)},\qquad \Phi=\sum_k \arg F(k),$$

with $\arg$ in $(-\pi,\pi]$. Then

$$\Phi=2\pi C,\qquad C\in\mathbb Z,\qquad -\tfrac{NM}{2}<C\le \tfrac{NM}{2}.$$

## Chern numbers from eigenvectors with arbitrary phases

For a single isolated band of a non-interacting model, a code can take normalised overlaps as links and report $C$ as the lattice Chern number. Up to rounding, the result is an integer on every grid on which no overlap between neighbours vanishes, so integrality is no evidence that the grid is fine enough. A value of $\Phi/2\pi$ far from an integer points to a bug, such as a plaquette in which the two links that meet at a corner use copies of the eigenvector with different phases. A forgotten normalisation does not show up in this way, since a positive factor in a link leaves every $\arg F(k)$ unchanged.

## Derivation

**Integrality.** Translation by $x$ or $y$ permutes the grid points, so

$$\prod_k F(k)=\prod_k U_x(k)\overline{U_x(k)}\;\prod_k U_y(k)\overline{U_y(k)}=1.$$

Since $|F(k)|=1$, we have $e^{i\arg F(k)}=F(k)$. Hence $e^{i\Phi}=\prod_k F(k)=1$, and $\Phi=2\pi C$ with $C$ an integer.

**Range.** Summing $-\pi<\arg F(k)\le\pi$ over $NM$ plaquettes gives $-NM\pi<\Phi\le NM\pi$; division by $2\pi$ gives the range of $C$. The upper value $\Phi=NM\pi$ requires $\arg F(k)=\pi$ for every $k$, which means that every $F(k)=-1$. Conversely, $\arg(-1)=\pi$ gives that value.

**Gauge invariance.** Multiplying the state at $k$ by a unit phase $g(k)$ turns a link $U(k)$ along the step $s$ into $\overline{g(k)}\,U(k)\,g(k+s)$. In $F(k)$ each of the four corner phases then meets its conjugate, so $F(k)$ and $\Phi$ are unchanged.

**Every allowed integer occurs.** Let $\theta=2\pi C/(NM)$, with coordinates $k_1\in\{0,\dots,N-1\}$ and $k_2\in\{0,\dots,M-1\}$. Let $w(a)=a+1-\big((a+1)\bmod n\big)$, where $n$ is the period of the coordinate $a$. It is $n$ at the last point and zero elsewhere. Take $U_x=e^{iA_x}$ and $U_y=e^{iA_y}$ with

$$A_x(k)=-\theta\,w(k_1)\,k_2,\qquad A_y(k)=\theta k_1 .$$

The phase of $F(k)$ is, modulo $2\pi$, the sum of two differences:

$$A_x(k)-A_x(k+y)=\theta\,w(k_1)\,(1-w(k_2)),\qquad A_y(k+x)-A_y(k)=\theta\,(1-w(k_1)).$$

They add up to $\theta-\theta\,w(k_1)w(k_2)$. The product $w(k_1)w(k_2)$ is $0$ or $NM$, and $\theta NM=2\pi C$, so $F(k)=e^{i\theta}$ everywhere. For $C$ in the stated range $\theta$ lies in $(-\pi,\pi]$, hence $\arg F(k)=\theta$ and $\Phi=NM\theta=2\pi C$.

## A $2\times2$ grid by hand

Take $N=M=2$ and $C=1$, so $\theta=\pi/2$. The links are $U_y(0,k_2)=1$, $U_y(1,k_2)=i$ and $U_x(1,1)=e^{-i\pi}=-1$; the other $U_x$ are $1$. Then

- $F(0,0)=1\cdot i\cdot 1\cdot 1=i$
- $F(1,0)=1\cdot 1\cdot(-1)\cdot(-i)=i$
- $F(0,1)=1\cdot i\cdot 1\cdot 1=i$
- $F(1,1)=(-1)\cdot 1\cdot 1\cdot(-i)=i$

and $\Phi=4\cdot\pi/2=2\pi$. Putting $C=3$ into the same formulas gives $F=e^{3\pi i/2}=-i$ on every plaquette, so $\Phi=-2\pi$: the grid reports $-1$. These links are chosen freely. Overlaps of one vector per grid point cannot produce them: with period 2, two steps lead back to the start, so overlaps obey $U_x(k+x)=\overline{U_x(k)}$, whereas here $U_x(0,1)=1$ and $U_x(1,1)=-1$.

## The Lean file

```lean
import Mathlib

open scoped Real ComplexConjugate

namespace LatticeChernNumber

noncomputable section

/-- The discretised Brillouin torus, with `N × M` points when `N, M ≥ 1`. -/
abbrev Torus (N M : ℕ) := ZMod N × ZMod M

/-- The unit step in the first direction of the torus. -/
def stepX (N M : ℕ) : Torus N M := (1, 0)

/-- The unit step in the second direction of the torus. -/
def stepY (N M : ℕ) : Torus N M := (0, 1)

variable {N M : ℕ}

/-- The plaquette `F(k) = U_x(k) U_y(k+x) conj(U_x(k+y)) conj(U_y(k))`. -/
def plaquette (Ux Uy : Torus N M → ℂ) (k : Torus N M) : ℂ :=
  Ux k * Uy (k + stepX N M) * conj (Ux (k + stepY N M)) * conj (Uy k)

/-- The link `conj(g(k)) U(k) g(k+s)` along the step `s` after a gauge change by site
phases `g`. -/
def gaugeLink (g U : Torus N M → ℂ) (s k : Torus N M) : ℂ :=
  conj (g k) * U k * g (k + s)

/-- The link along the step `s` built from states `u`: the overlap `⟨u(k), u(k+s)⟩`
divided by its modulus. -/
def overlapLink {E : Type*} [NormedAddCommGroup E] [InnerProductSpace ℂ E]
    (u : Torus N M → E) (s k : Torus N M) : ℂ :=
  inner ℂ (u k) (u (k + s)) / ((‖inner ℂ (u k) (u (k + s))‖ : ℝ) : ℂ)

/-- The phase factor `exp(i t)`. -/
def unitPhase (t : ℝ) : ℂ := Complex.exp (t * Complex.I)

/-- The flux `2πC / (NM)` per plaquette. -/
def fluxPerPlaquette (N M : ℕ) (C : ℤ) : ℝ := 2 * π * C / (N * M)

/-- The jump `a + 1 - (a + 1 mod n)` of the coordinate `0, …, n-1` under one step. -/
def wrap {n : ℕ} (a : ZMod n) : ℤ := (a.val : ℤ) + 1 - ((a + 1).val : ℤ)

/-- The phase `-θ wrap(k₁) k₂` of the `x` link, with `θ = 2πC / (NM)`. -/
def phaseX (C : ℤ) (k : Torus N M) : ℝ :=
  -(fluxPerPlaquette N M C * (wrap k.1 : ℝ) * (k.2.val : ℝ))

/-- The phase `θ k₁` of the `y` link, with `θ = 2πC / (NM)`. -/
def phaseY (C : ℤ) (k : Torus N M) : ℝ :=
  fluxPerPlaquette N M C * (k.1.val : ℝ)

/-- The `x` link `exp(i phaseX)`. -/
def uniformLinkX (N M : ℕ) (C : ℤ) (k : Torus N M) : ℂ := unitPhase (phaseX C k)

/-- The `y` link `exp(i phaseY)`. -/
def uniformLinkY (N M : ℕ) (C : ℤ) (k : Torus N M) : ℂ := unitPhase (phaseY C k)

/-- A unit complex number times its conjugate is one. -/
theorem mul_conj_unit {z : ℂ} (h : ‖z‖ = 1) : z * conj z = 1 := by
  rw [Complex.mul_conj, Complex.normSq_eq_norm_sq, h]
  norm_num

/-- Plaquettes of unit links have modulus one. -/
theorem norm_plaquette {Ux Uy : Torus N M → ℂ} (hx : ∀ k, ‖Ux k‖ = 1)
    (hy : ∀ k, ‖Uy k‖ = 1) (k : Torus N M) : ‖plaquette Ux Uy k‖ = 1 := by
  simp [plaquette, hx, hy]

variable [NeZero N] [NeZero M]

/-- The total flux: the sum over the torus of the principal arguments of the plaquettes. -/
def totalFlux (Ux Uy : Torus N M → ℂ) : ℝ :=
  ∑ k : Torus N M, Complex.arg (plaquette Ux Uy k)

/-- A constant summed over the torus gives `N M` times the constant. -/
theorem sum_const_torus (c : ℝ) : ∑ _k : Torus N M, c = (N : ℝ) * M * c := by
  rw [Finset.sum_const, Finset.card_univ, Fintype.card_prod, ZMod.card, ZMod.card,
    nsmul_eq_mul, Nat.cast_mul]

/-- For unit links the product of all plaquettes of the torus is one. -/
theorem prod_plaquette {Ux Uy : Torus N M → ℂ} (hx : ∀ k, ‖Ux k‖ = 1)
    (hy : ∀ k, ‖Uy k‖ = 1) : ∏ k : Torus N M, plaquette Ux Uy k = 1 := by
  -- a translation permutes the points of the torus
  have sx : ∏ k : Torus N M, conj (Ux (k + stepY N M)) = ∏ k : Torus N M, conj (Ux k) :=
    Equiv.prod_comp (Equiv.addRight (stepY N M)) (fun k => conj (Ux k))
  have sy : ∏ k : Torus N M, Uy (k + stepX N M) = ∏ k : Torus N M, Uy k :=
    Equiv.prod_comp (Equiv.addRight (stepX N M)) Uy
  -- every link meets its conjugate
  have ux : (∏ k : Torus N M, Ux k) * (∏ k : Torus N M, conj (Ux k)) = 1 := by
    rw [← Finset.prod_mul_distrib]
    exact Finset.prod_eq_one fun k _ => mul_conj_unit (hx k)
  have uy : (∏ k : Torus N M, Uy k) * (∏ k : Torus N M, conj (Uy k)) = 1 := by
    rw [← Finset.prod_mul_distrib]
    exact Finset.prod_eq_one fun k _ => mul_conj_unit (hy k)
  simp only [plaquette, Finset.prod_mul_distrib]
  rw [sx, sy]
  linear_combination
    ((∏ k : Torus N M, Uy k) * (∏ k : Torus N M, conj (Uy k))) * ux + uy

/-- For unit links the total flux `Φ` satisfies `exp(iΦ) = 1`. -/
theorem exp_totalFlux {Ux Uy : Torus N M → ℂ} (hx : ∀ k, ‖Ux k‖ = 1)
    (hy : ∀ k, ‖Uy k‖ = 1) :
    Complex.exp ((totalFlux Ux Uy : ℂ) * Complex.I) = 1 := by
  have h : ∀ k, Complex.exp ((Complex.arg (plaquette Ux Uy k) : ℂ) * Complex.I)
      = plaquette Ux Uy k := by
    intro k
    have hk := Complex.norm_mul_exp_arg_mul_I (plaquette Ux Uy k)
    rwa [norm_plaquette hx hy k, Complex.ofReal_one, one_mul] at hk
  rw [totalFlux, Complex.ofReal_sum, Finset.sum_mul, Complex.exp_sum]
  simp only [h]
  exact prod_plaquette hx hy

/-- The total flux lies in the interval `(-NMπ, NMπ]`. -/
theorem totalFlux_bounds (Ux Uy : Torus N M → ℂ) :
    -((N : ℝ) * M * π) < totalFlux Ux Uy ∧ totalFlux Ux Uy ≤ (N : ℝ) * M * π := by
  unfold totalFlux
  constructor
  · calc -((N : ℝ) * M * π) = ∑ _k : Torus N M, (-π) := by
          rw [sum_const_torus]
          ring
      _ < ∑ k : Torus N M, Complex.arg (plaquette Ux Uy k) :=
          Finset.sum_lt_sum_of_nonempty ⟨0, Finset.mem_univ _⟩
            fun k _ => Complex.neg_pi_lt_arg _
  · calc ∑ k : Torus N M, Complex.arg (plaquette Ux Uy k) ≤ ∑ _k : Torus N M, π :=
          Finset.sum_le_sum fun k _ => Complex.arg_le_pi _
      _ = (N : ℝ) * M * π := sum_const_torus π

/-- For unit links on the `N × M` torus the total flux is `2πC` for an integer `C` with
`-NM/2 < C ≤ NM/2`. -/
theorem totalFlux_quantised {Ux Uy : Torus N M → ℂ} (hx : ∀ k, ‖Ux k‖ = 1)
    (hy : ∀ k, ‖Uy k‖ = 1) :
    ∃ C : ℤ, totalFlux Ux Uy = 2 * π * C ∧
      -((N : ℝ) * M) / 2 < C ∧ (C : ℝ) ≤ (N : ℝ) * M / 2 := by
  -- exp(iΦ) = 1 puts Φ in 2πℤ
  obtain ⟨C, hC⟩ := Complex.exp_eq_one_iff.mp (exp_totalFlux hx hy)
  have h2 : ((totalFlux Ux Uy : ℝ) : ℂ) = ((2 * π * C : ℝ) : ℂ) := by
    apply mul_right_cancel₀ Complex.I_ne_zero
    rw [hC]
    push_cast
    ring
  have h3 : totalFlux Ux Uy = 2 * π * C := Complex.ofReal_injective h2
  -- the bounds on Φ, divided by 2π
  obtain ⟨hlo, hhi⟩ := totalFlux_bounds Ux Uy
  rw [h3] at hlo hhi
  refine ⟨C, h3, ?_, ?_⟩
  · by_contra h
    have h4 := mul_nonneg Real.pi_pos.le (sub_nonneg.mpr (not_lt.mp h))
    nlinarith
  · by_contra h
    have h4 := mul_pos Real.pi_pos (sub_pos.mpr (not_le.mp h))
    nlinarith

/-- For states with non-zero overlaps between neighbouring points, the links given by the
normalised overlaps have total flux `2πC` with `C` an integer and `-NM/2 < C ≤ NM/2`. -/
theorem totalFlux_overlapLink_quantised {E : Type*} [NormedAddCommGroup E]
    [InnerProductSpace ℂ E] (u : Torus N M → E)
    (hx : ∀ k, inner ℂ (u k) (u (k + stepX N M)) ≠ 0)
    (hy : ∀ k, inner ℂ (u k) (u (k + stepY N M)) ≠ 0) :
    ∃ C : ℤ, totalFlux (overlapLink u (stepX N M)) (overlapLink u (stepY N M)) = 2 * π * C ∧
      -((N : ℝ) * M) / 2 < C ∧ (C : ℝ) ≤ (N : ℝ) * M / 2 := by
  have h : ∀ s k, inner ℂ (u k) (u (k + s)) ≠ 0 → ‖overlapLink u s k‖ = 1 := by
    intro s k hk
    rw [overlapLink, norm_div, Complex.norm_real, norm_norm,
      div_self (norm_ne_zero_iff.mpr hk)]
  exact totalFlux_quantised (fun k => h _ k (hx k)) (fun k => h _ k (hy k))

/-- A gauge change by unit site phases leaves every plaquette and the total flux unchanged. -/
theorem gauge_invariance (Ux Uy : Torus N M → ℂ) {g : Torus N M → ℂ}
    (hg : ∀ k, ‖g k‖ = 1) :
    (∀ k, plaquette (gaugeLink g Ux (stepX N M)) (gaugeLink g Uy (stepY N M)) k
        = plaquette Ux Uy k) ∧
      totalFlux (gaugeLink g Ux (stepX N M)) (gaugeLink g Uy (stepY N M))
        = totalFlux Ux Uy := by
  have h : ∀ k, g k * conj (g k) = 1 := fun k => mul_conj_unit (hg k)
  have hF : ∀ k, plaquette (gaugeLink g Ux (stepX N M)) (gaugeLink g Uy (stepY N M)) k
      = plaquette Ux Uy k := by
    intro k
    simp only [plaquette, gaugeLink, map_mul, Complex.conj_conj]
    rw [add_right_comm k (stepY N M) (stepX N M)]
    -- each corner phase meets its conjugate
    calc _ = Ux k * Uy (k + stepX N M) * conj (Ux (k + stepY N M)) * conj (Uy k)
            * (g k * conj (g k))
            * (g (k + stepX N M) * conj (g (k + stepX N M)))
            * (g (k + stepY N M) * conj (g (k + stepY N M)))
            * (g (k + stepX N M + stepY N M) * conj (g (k + stepX N M + stepY N M))) := by
          ring
      _ = _ := by simp only [h, mul_one]
  exact ⟨hF, by simp only [totalFlux, hF]⟩

/-- For unit links the total flux equals `NMπ` exactly when every plaquette equals `-1`. -/
theorem totalFlux_eq_max_iff {Ux Uy : Torus N M → ℂ} (hx : ∀ k, ‖Ux k‖ = 1)
    (hy : ∀ k, ‖Uy k‖ = 1) :
    totalFlux Ux Uy = (N : ℝ) * M * π ↔ ∀ k, plaquette Ux Uy k = -1 := by
  have key : (∑ k : Torus N M, Complex.arg (plaquette Ux Uy k) = ∑ _k : Torus N M, π) ↔
      ∀ k ∈ (Finset.univ : Finset (Torus N M)), Complex.arg (plaquette Ux Uy k) = π :=
    Finset.sum_eq_sum_iff_of_le fun k _ => Complex.arg_le_pi _
  rw [sum_const_torus] at key
  rw [totalFlux, key]
  constructor
  · intro h k
    have hk := Complex.norm_mul_exp_arg_mul_I (plaquette Ux Uy k)
    rw [norm_plaquette hx hy k, h k (Finset.mem_univ k), Complex.ofReal_one, one_mul,
      Complex.exp_pi_mul_I] at hk
    exact hk.symm
  · intro h k _
    rw [h k, Complex.arg_neg_one]

/-- Every plaquette of the links `uniformLinkX`, `uniformLinkY` equals `exp(2πiC / (NM))`. -/
theorem plaquette_uniform (C : ℤ) (k : Torus N M) :
    plaquette (uniformLinkX N M C) (uniformLinkY N M C) k
      = unitPhase (fluxPerPlaquette N M C) := by
  have hN : (N : ℝ) ≠ 0 := Nat.cast_ne_zero.mpr (NeZero.ne N)
  have hM : (M : ℝ) ≠ 0 := Nat.cast_ne_zero.mpr (NeZero.ne M)
  -- the coordinate jump is a multiple of the period
  have hw : ∀ (n : ℕ) [NeZero n] (a : ZMod n), (n : ℤ) ∣ wrap a := by
    intro n _ a
    rw [← ZMod.intCast_zmod_eq_zero_iff_dvd]
    simp only [wrap, Int.cast_sub, Int.cast_add, Int.cast_natCast, Int.cast_one,
      ZMod.natCast_zmod_val, sub_self]
  obtain ⟨p, hp⟩ := hw N k.1
  obtain ⟨q, hq⟩ := hw M k.2
  have hp' : (wrap k.1 : ℝ) = (N : ℝ) * p := by rw [hp, Int.cast_mul, Int.cast_natCast]
  have ha : ((k.1 + 1).val : ℝ) = (k.1.val : ℝ) + 1 - (N : ℝ) * p := by
    have h := congrArg (Int.cast : ℤ → ℝ) hp
    simp only [wrap, Int.cast_sub, Int.cast_add, Int.cast_natCast, Int.cast_one,
      Int.cast_mul] at h
    linarith
  have hb : ((k.2 + 1).val : ℝ) = (k.2.val : ℝ) + 1 - (M : ℝ) * q := by
    have h := congrArg (Int.cast : ℤ → ℝ) hq
    simp only [wrap, Int.cast_sub, Int.cast_add, Int.cast_natCast, Int.cast_one,
      Int.cast_mul] at h
    linarith
  have hθ : fluxPerPlaquette N M C * ((N : ℝ) * M) = 2 * π * C := by
    unfold fluxPerPlaquette
    field_simp
  have e1 : (k + stepX N M).1 = k.1 + 1 := by simp [stepX]
  have e2 : (k + stepY N M).1 = k.1 := by simp [stepY]
  have e3 : (k + stepY N M).2 = k.2 + 1 := by simp [stepY]
  -- the lattice curl of the phases is θ up to a multiple of 2π
  have hcurl : phaseX C k + phaseY C (k + stepX N M) - phaseX C (k + stepY N M) - phaseY C k
      = fluxPerPlaquette N M C - 2 * π * C * p * q := by
    simp only [phaseX, phaseY, e1, e2, e3]
    rw [ha, hb, hp']
    linear_combination (-((p : ℝ) * q)) * hθ
  have hmul : ∀ a b c d : ℝ,
      unitPhase a * unitPhase b * conj (unitPhase c) * conj (unitPhase d)
        = unitPhase (a + b - c - d) := by
    intro a b c d
    simp only [unitPhase, ← Complex.exp_conj, ← Complex.exp_add, map_mul,
      Complex.conj_ofReal, Complex.conj_I]
    congr 1
    push_cast
    ring
  simp only [plaquette, uniformLinkX, uniformLinkY]
  rw [hmul, hcurl]
  unfold unitPhase
  refine Complex.exp_eq_exp_iff_exists_int.mpr ⟨-(C * p * q), ?_⟩
  push_cast
  ring

/-- For every integer `C` with `-NM/2 < C ≤ NM/2` the links `uniformLinkX`, `uniformLinkY`
have modulus one and total flux `2πC`. -/
theorem totalFlux_uniform (C : ℤ) (hlo : -((N : ℝ) * M) / 2 < C)
    (hhi : (C : ℝ) ≤ (N : ℝ) * M / 2) :
    (∀ k, ‖uniformLinkX N M C k‖ = 1) ∧ (∀ k, ‖uniformLinkY N M C k‖ = 1) ∧
      totalFlux (uniformLinkX N M C) (uniformLinkY N M C) = 2 * π * C := by
  have hN : (0 : ℝ) < N := Nat.cast_pos.mpr (Nat.pos_of_ne_zero (NeZero.ne N))
  have hM : (0 : ℝ) < M := Nat.cast_pos.mpr (Nat.pos_of_ne_zero (NeZero.ne M))
  have hN' : (N : ℝ) ≠ 0 := hN.ne'
  have hM' : (M : ℝ) ≠ 0 := hM.ne'
  -- the flux per plaquette lies on the principal branch
  have hmem : fluxPerPlaquette N M C ∈ Set.Ioc (-π) π := by
    unfold fluxPerPlaquette
    constructor
    · rw [lt_div_iff₀ (mul_pos hN hM)]
      nlinarith [mul_pos Real.pi_pos (sub_pos.mpr hlo)]
    · rw [div_le_iff₀ (mul_pos hN hM)]
      nlinarith [mul_nonneg Real.pi_pos.le (sub_nonneg.mpr hhi)]
  have harg : Complex.arg (unitPhase (fluxPerPlaquette N M C)) = fluxPerPlaquette N M C := by
    rw [unitPhase, Complex.exp_mul_I]
    exact Complex.arg_cos_add_sin_mul_I hmem
  refine ⟨fun k => Complex.norm_exp_ofReal_mul_I (phaseX C k),
    fun k => Complex.norm_exp_ofReal_mul_I (phaseY C k), ?_⟩
  simp only [totalFlux, plaquette_uniform, harg]
  rw [sum_const_torus]
  unfold fluxPerPlaquette
  field_simp

end

end LatticeChernNumber
```

```lean
#print axioms LatticeChernNumber.prod_plaquette
#print axioms LatticeChernNumber.totalFlux_overlapLink_quantised
#print axioms LatticeChernNumber.totalFlux_eq_max_iff
#print axioms LatticeChernNumber.totalFlux_uniform
```

```
'LatticeChernNumber.prod_plaquette' depends on axioms: [propext, Classical.choice, Quot.sound]
'LatticeChernNumber.totalFlux_overlapLink_quantised' depends on axioms: [propext, Classical.choice, Quot.sound]
'LatticeChernNumber.totalFlux_eq_max_iff' depends on axioms: [propext, Classical.choice, Quot.sound]
'LatticeChernNumber.totalFlux_uniform' depends on axioms: [propext, Classical.choice, Quot.sound]
```

## What the theorems say about a computed Chern number

`Torus N M` is the periodic grid, and addition in `ZMod` supplies the wrap-around. `NeZero` excludes the period zero, for which `ZMod 0` is the infinite set of integers. The hypotheses `hx` and `hy` of `totalFlux_quantised` say that all links have modulus one; its conclusion is the integer $C$ with its range.

`totalFlux_overlapLink_quantised` applies this to states `u` in any complex inner product space. The states need not be normalised, because `overlapLink` divides by the modulus of the overlap. Neighbouring states must not be orthogonal: an overlap of zero has no phase to transport, and a code should test for it. The inner product is conjugate-linear in its first argument. With the Berry connection $i\langle u|\nabla u\rangle$, this link convention makes $\Phi$ approximate minus the integrated curvature, so signs need checking when codes are compared.

The theorems concern exact arithmetic and one state per grid point. In `totalFlux_overlapLink_quantised` the same vector serves at $k$ and at $k+G$, with $G$ a reciprocal lattice vector, as suits a Bloch matrix with $H(k+G)=H(k)$. Cell-periodic Bloch functions obey $u_{k+G}=e^{-iG\cdot r}u_k$ instead, and the overlaps across the zone boundary must include this factor. After normalisation these are still unit links on the periodic grid, so `totalFlux_quantised` covers them. That $C$ agrees with the continuum Chern number of a band is a separate question, which depends on the grid resolving the curvature. Near $F(k)=-1$, a rounding error can move $\arg F(k)$ by almost $2\pi$ and change the reported integer.

## How the proof follows the derivation

`prod_plaquette` reindexes the shifted products with `Equiv.prod_comp`, pairs links with their conjugates through `mul_conj_unit`, and combines the two results by `linear_combination`. `exp_totalFlux` turns the exponential of the sum into that product, using `norm_plaquette`. `totalFlux_bounds` sums the bounds on the argument. In `totalFlux_quantised`, `Complex.exp_eq_one_iff` yields $C$, and `nlinarith` divides the bounds by $2\pi$.

`gauge_invariance` groups the corner phases with `ring`. `totalFlux_eq_max_iff` uses the fact that a sum of terms bounded by $\pi$ is maximal only if each term is. For the links that realise every allowed integer, `hw` inside `plaquette_uniform` shows that the jump `wrap` is a multiple of the period, and `hcurl` is the sum of the two phase differences above. `totalFlux_uniform` then checks that $\theta$ lies on the principal branch and adds up the equal fluxes.
